# The quadratic form of a discrete distribution's moment matrix is the weighted sum of squared polynomial values

For finitely many real nodes x_i with real weights w_i, which one may read as the energies and spectral weights of a discrete spectrum, the moment matrix has entries ∑ w_i x_i^(j+k), with j and k running from 0 to n−1. The theorem says that its quadratic form at a real vector c equals ∑ w_i p(x_i)², where p is the polynomial with coefficients c_j. The weights need be neither non-negative nor normalised; when their sum is not zero, dividing both sides by it gives the statement for weighted averages. The attempt first expands each term w_i p(x_i)² into a double sum over j and k, in an auxiliary statement `key`, and then reorders the sums to match the matrix product.

The failing Lean file:

```lean
import Mathlib

open Matrix Polynomial

namespace MomentQuadraticForm

noncomputable section

/-- The `n` by `n` Hankel matrix of power moments `∑ w_i x_i^(j+k)` of a discrete distribution
with weights `w` at the nodes `x`. -/
def momentMatrix {ι : Type*} [Fintype ι] (w x : ι → ℝ) (n : ℕ) : Matrix (Fin n) (Fin n) ℝ :=
  Matrix.of fun j k => ∑ i, w i * x i ^ ((j : ℕ) + (k : ℕ))

/-- The quadratic form of the moment matrix at a coefficient vector is the weighted sum of the
squared values of the corresponding polynomial at the nodes. -/
theorem moment_quadratic_form {ι : Type*} [Fintype ι] (w x : ι → ℝ) {n : ℕ} (c : Fin n → ℝ) :
    c ⬝ᵥ momentMatrix w x n *ᵥ c = ∑ i, w i * (∑ j, c j * x i ^ (j : ℕ)) ^ 2 := by
  have key : ∀ i, w i * (∑ j, c j * x i ^ (j : ℕ)) ^ 2 =
      ∑ j, ∑ k, c j * (w i * x i ^ ((j : ℕ) + (k : ℕ)) * c k) := by
    intro i
    rw [sq, Finset.sum_mul_sum, Finset.mul_sum]
    refine Finset.sum_congr rfl fun j _ => ?_
    rw [Finset.mul_sum]
    refine Finset.sum_congr rfl fun k _ => ?_
    rw [pow_add]
    ring
  rw [Finset.sum_congr rfl fun i _ => key i, Finset.sum_comm]
  simp only [dotProduct, Matrix.mulVec, momentMatrix, Matrix.of_apply]
  refine Finset.sum_congr rfl fun j _ => ?_
  rw [Finset.sum_comm, Finset.mul_sum]
  refine Finset.sum_congr rfl fun k _ => ?_
  rw [Finset.sum_mul, Finset.mul_sum]

end

end MomentQuadraticForm
```

Compiling this gives:

```
Main.lean:19:13: error(lean.synthInstanceFailed): failed to synthesize instance of type class
  Fintype ℕ

Hint: Adding the command `deriving instance Fintype for Nat` may allow Lean to derive the missing instance.
Main.lean:19:59: error: Application type mismatch: The argument
  k
has type
  ℕ
but is expected to have type
  Fin n
in the application
  c k
Main.lean:27:38: error(lean.unknownIdentifier): Unknown identifier `key`
Main.lean:17:80: error: unsolved goals
case refine_1
ι : Type u_1
inst✝ : Fintype ι
w x : ι → ℝ
n : ℕ
c : Fin n → ℝ
⊢ ι → Fin n → Fintype ℕ

case refine_2
ι : Type u_1
inst✝ : Fintype ι
w x : ι → ℝ
n : ℕ
c : Fin n → ℝ
key : ∀ (i : ι), w i * (∑ j, c j * x i ^ ↑j) ^ 2 = ∑ j, ∑ k, c j * (w i * x i ^ (↑j + k) * c sorry)
⊢ c ⬝ᵥ momentMatrix w x n *ᵥ c = ∑ i, w i * (∑ j, c j * x i ^ ↑j) ^ 2
```

The change, after which it compiles:

```diff
@@ -17,5 +17,5 @@
     c ⬝ᵥ momentMatrix w x n *ᵥ c = ∑ i, w i * (∑ j, c j * x i ^ (j : ℕ)) ^ 2 := by
   have key : ∀ i, w i * (∑ j, c j * x i ^ (j : ℕ)) ^ 2 =
-      ∑ j, ∑ k, c j * (w i * x i ^ ((j : ℕ) + (k : ℕ)) * c k) := by
+      ∑ j : Fin n, ∑ k : Fin n, c j * (w i * x i ^ ((j : ℕ) + (k : ℕ)) * c k) := by
     intro i
     rw [sq, Finset.sum_mul_sum, Finset.mul_sum]
```

Diagnosis. In the statement of `key` the summation variable `k` has no declared type, and Lean meets `(k : ℕ)` in the exponent before it meets `c k`. It therefore takes `k` to be a natural number instead of reading `(k : ℕ)` as a coercion from `Fin n`. The sum over `k` then needs `Fintype ℕ`, which does not exist since ℕ is infinite, and `c k` is ill-typed because `c` expects a `Fin n`.

The other two messages follow from this. The missing instance is left over as a goal of its own, `refine_1`, placed ahead of the main one. The `rw` after the `have` acts on that goal, where `key` is not in context, hence the unknown identifier, and both goals remain unsolved.

Writing `∑ k : Fin n` fixes the type in advance, so `(k : ℕ)` becomes a coercion and `c k` is well-typed. The annotation on `j` is mere tidying: `c j` comes before `(j : ℕ)` and already settles its type.
